# One electron in two levels that rise by U when filled: fractional filling for a splitting below U

Two levels e1 + U n1 and e2 + U n2 share one electron, and |e1 − e2| < U. Placing the whole electron in either level lifts that level above the empty one, so neither integer occupation obeys the aufbau rule. The energy

e1 n1 + e2 n2 + (U/2)(n1² + n2²)

has exactly one minimizer over 0 ≤ n1 ≤ 1 with n2 = 1 − n1, and it is strictly fractional:

n1 = 1/2 + (e2 − e1)/(2U).

The constant U stands for the mean-field repulsion that the charge in a level exerts on that same level. For a single electron this is a self-repulsion, of the kind that approximate density functionals can leave behind.

The two-level result follows from a statement about any finite set of levels, indexed by a finite type `ι`.

```lean
import Mathlib

open Finset

namespace FractionalAufbau

noncomputable section

variable {ι : Type*} [Fintype ι]
```

## Levels, energy and the aufbau rule

Let n_i be the occupation of level i and e_i its energy when empty. The level at occupation n is

ε_i(n) = e_i + U n_i.

```lean
/-- The level `e i + U n i`, which shifts linearly with its own occupation. -/
def level (e : ι → ℝ) (U : ℝ) (n : ι → ℝ) (i : ι) : ℝ := e i + U * n i
```

The total energy is the one whose derivative with respect to n_i is ε_i:

E(n) = Σ_i (e_i n_i + (U/2) n_i²).

It differs from the sum of occupied levels Σ_i ε_i n_i, which counts the repulsion twice. Minimizing that sum by mistake would give n1 = 1/2 + (e2 − e1)/(4U) in the two-level problem.

```lean
/-- The total energy `∑ (e i n i + (U/2) n i ^ 2)` of the occupations `n`. -/
def energy (e : ι → ℝ) (U : ℝ) (n : ι → ℝ) : ℝ :=
  ∑ i, (e i * n i + U / 2 * n i ^ 2)
```

Each level holds between zero and one electron, so it is a single spin orbital, and the occupations add up to N. Here N is any real number.

```lean
/-- Occupations between 0 and 1 that add up to `N` electrons. -/
def Admissible (N : ℝ) (n : ι → ℝ) : Prop :=
  (∀ i, 0 ≤ n i ∧ n i ≤ 1) ∧ ∑ i, n i = N
```

The aufbau rule is imposed on the levels as the occupations themselves have shifted them: if ε_i(n) < ε_j(n), then n_i = 1 or n_j = 0. Textbooks often mean integer filling from the bottom up. The rule used here also allows fractional occupations, provided that the partly filled levels are degenerate.

```lean
/-- The self-consistent aufbau rule: whenever level `i` lies below level `j`,
level `i` is full or level `j` is empty. -/
def Aufbau (e : ι → ℝ) (U : ℝ) (n : ι → ℝ) : Prop :=
  ∀ i j, level e U n i < level e U n j → n i = 1 ∨ n j = 0
```

`IsGround` means least energy among all admissible occupations, fractional ones included. It refers to this energy function and not to the ground state of a many-electron Hamiltonian.

```lean
/-- Admissible occupations of least energy for `N` electrons. -/
def IsGround (e : ι → ℝ) (U N : ℝ) (n : ι → ℝ) : Prop :=
  Admissible N n ∧ ∀ m, Admissible N m → energy e U n ≤ energy e U m
```

## The cost of moving charge

Let the occupations change from n to m, and write d_i = m_i − n_i. For one level,

e_i d_i + (U/2)[(n_i + d_i)² − n_i²] = (e_i + U n_i) d_i + (U/2) d_i².

Summing over the levels gives an exact identity:

E(m) − E(n) = Σ_i ε_i(n) d_i + (U/2) Σ_i d_i².

In Lean the sums on each side are merged into one, and `ring` checks the identity level by level.

```lean
/-- The energy difference of two occupations is a first-order term, weighted by the levels,
plus a quadratic term in the charge moved. -/
theorem energy_sub (e : ι → ℝ) (U : ℝ) (n m : ι → ℝ) :
    energy e U m - energy e U n =
      ∑ i, level e U n i * (m i - n i) + U / 2 * ∑ i, (m i - n i) ^ 2 := by
  simp only [energy, level]
  rw [Finset.mul_sum, ← Finset.sum_sub_distrib, ← Finset.sum_add_distrib]
  exact Finset.sum_congr rfl fun i _ => by ring
```

## A Fermi level from the aufbau rule

Suppose that n obeys the rule. If some level is not full, let k be the lowest such level and set μ = ε_k(n). Every level below μ is full, because k was the lowest that is not. If level i lies above μ, the rule applied to k and i says that k is full or i is empty, so i is empty. If all levels are full, any μ that no level exceeds will do, and the code takes μ = Σ_i |ε_i(n)|.

```lean
/-- Occupations that obey the aufbau rule have a Fermi level `μ`: levels below it are full and
levels above it are empty. -/
theorem exists_fermi_level {e : ι → ℝ} {U : ℝ} {n : ι → ℝ} (h : Aufbau e U n) :
    ∃ μ, ∀ i, (level e U n i < μ → n i = 1) ∧ (μ < level e U n i → n i = 0) := by
  classical
  by_cases hf : ∃ i, n i ≠ 1
  · -- the lowest level that is not full serves as Fermi level
    obtain ⟨i₀, hi₀⟩ := hf
    obtain ⟨k, hk, hmin⟩ := Finset.exists_min_image
      (Finset.univ.filter fun i => n i ≠ 1) (level e U n) ⟨i₀, by simp [hi₀]⟩
    have hk1 : n k ≠ 1 := by simpa using hk
    refine ⟨level e U n k, fun i => ⟨fun hi => ?_, fun hi => (h k i hi).resolve_left hk1⟩⟩
    by_contra hne
    exact absurd (hmin i (by simp [hne])) (not_le_of_gt hi)
  · -- all levels are full: any upper bound will do
    have hall : ∀ i, n i = 1 := fun i => by_contra fun hne => hf ⟨i, hne⟩
    refine ⟨∑ i, |level e U n i|, fun i => ⟨fun _ => hall i, fun hi => ?_⟩⟩
    have hle := Finset.single_le_sum (f := fun i => |level e U n i|)
      (fun j _ => abs_nonneg _) (Finset.mem_univ i)
    exact absurd (le_trans (le_abs_self _) hle) (not_le_of_gt hi)
```

Now let m be another admissible occupation with the same N. Then Σ_i d_i = 0, and the levels can be measured from μ without changing the linear term:

Σ_i ε_i(n) d_i = Σ_i (ε_i(n) − μ) d_i.

No term on the right is negative. Below μ, n_i = 1, so d_i ≤ 0 and both factors are nonpositive. At μ the term vanishes. Above μ, n_i = 0, so d_i ≥ 0 and both factors are nonnegative. The identity for the energy difference then gives

E(m) ≥ E(n) + (U/2) Σ_i (m_i − n_i)².

In the proof, `hpos` is the sign argument and `hsplit` the shift by μ.

```lean
/-- If `n` is admissible and obeys the aufbau rule, then every admissible `m` with the same number
of electrons has at least the energy of `n` plus `(U/2) ∑ (m i - n i) ^ 2`. -/
theorem aufbau_energy_gap {e : ι → ℝ} {U N : ℝ} {n m : ι → ℝ} (h : Aufbau e U n)
    (hn : Admissible N n) (hm : Admissible N m) :
    energy e U n + U / 2 * ∑ i, (m i - n i) ^ 2 ≤ energy e U m := by
  obtain ⟨μ, hμ⟩ := exists_fermi_level h
  have hsum : ∑ i, (m i - n i) = 0 := by
    rw [Finset.sum_sub_distrib, hm.2, hn.2, sub_self]
  -- measured from the Fermi level, the first-order term is never negative
  have hpos : 0 ≤ ∑ i, (level e U n i - μ) * (m i - n i) := by
    refine Finset.sum_nonneg fun i _ => ?_
    rcases lt_trichotomy (level e U n i) μ with hl | hl | hl
    · rw [(hμ i).1 hl]
      nlinarith [mul_nonneg (sub_nonneg.2 hl.le) (sub_nonneg.2 (hm.1 i).2)]
    · rw [hl, sub_self, zero_mul]
    · rw [(hμ i).2 hl]
      exact mul_nonneg (by linarith) (by linarith [(hm.1 i).1])
  have hsplit : ∑ i, (level e U n i - μ) * (m i - n i) =
      ∑ i, level e U n i * (m i - n i) - μ * ∑ i, (m i - n i) := by
    rw [Finset.mul_sum, ← Finset.sum_sub_distrib]
    exact Finset.sum_congr rfl fun i _ => by ring
  rw [hsum, mul_zero, sub_zero] at hsplit
  linarith [energy_sub e U n m]
```

## Least energy implies the aufbau rule

Suppose that the rule fails: ε_i(n) < ε_j(n), with n_i < 1 and n_j > 0. Write Δ = ε_j(n) − ε_i(n) and move a charge t > 0 from j to i. The energy changes by

−tΔ + U t² = −t(Δ − U t),

which is negative when U t < Δ. Choose t as the smallest of 1 − n_i, n_j and Δ/(|U| + 1). The first two bounds keep the new occupations between 0 and 1. The third gives U t ≤ |U| t < (|U| + 1) t ≤ Δ. So n did not have the least energy.

The code follows the same route: it finds t, defines the shifted occupation m, checks in `hadm` that m is admissible, and evaluates the linear and quadratic sums in `h1` and `h2`. The sign of U plays no part.

```lean
/-- Occupations of least energy obey the aufbau rule, for either sign of `U`. -/
theorem aufbau_of_isGround {e : ι → ℝ} {U N : ℝ} {n : ι → ℝ} (h : IsGround e U N n) :
    Aufbau e U n := by
  classical
  intro i j hij
  by_contra hc
  rw [not_or] at hc
  have hi : 0 < 1 - n i := sub_pos.2 (lt_of_le_of_ne (h.1.1 i).2 hc.1)
  have hj : 0 < n j := lt_of_le_of_ne (h.1.1 j).1 (Ne.symm hc.2)
  have hne : i ≠ j := by
    rintro rfl
    exact lt_irrefl _ hij
  -- a charge t small enough to be moved from level j to level i with a gain
  obtain ⟨t, ht, hti, htj, htU⟩ : ∃ t : ℝ, 0 < t ∧ t ≤ 1 - n i ∧ t ≤ n j ∧
      U * t < level e U n j - level e U n i := by
    have hU : 0 < |U| + 1 := by positivity
    have hd : 0 < (level e U n j - level e U n i) / (|U| + 1) := div_pos (sub_pos.2 hij) hU
    have ht := lt_min (lt_min hi hj) hd
    refine ⟨_, ht, (min_le_left _ _).trans (min_le_left _ _),
      (min_le_left _ _).trans (min_le_right _ _), ?_⟩
    have h3 := (le_div_iff₀ hU).1 (min_le_right (min (1 - n i) (n j))
      ((level e U n j - level e U n i) / (|U| + 1)))
    nlinarith [mul_le_mul_of_nonneg_right (le_abs_self U) ht.le]
  obtain ⟨m, hm⟩ : ∃ m : ι → ℝ, ∀ k, m k =
      n k + t * ((if k = i then 1 else 0) - (if k = j then 1 else 0)) := ⟨_, fun _ => rfl⟩
  have hadm : Admissible N m := by
    refine ⟨fun k => ?_, ?_⟩
    · have hk := h.1.1 k
      rw [hm]
      split_ifs with a b b
      · exact absurd (a.symm.trans b) hne
      · subst a
        constructor <;> linarith
      · subst b
        constructor <;> linarith
      · constructor <;> linarith
    · rw [Finset.sum_congr rfl fun k _ => hm k, Finset.sum_add_distrib, h.1.2,
        ← Finset.mul_sum, Finset.sum_sub_distrib]
      simp
  have h1 : ∑ k, level e U n k * (m k - n k) = t * (level e U n i - level e U n j) := by
    have hk : ∀ k, level e U n k * (m k - n k) = t * ((if k = i then level e U n k else 0) -
        (if k = j then level e U n k else 0)) := fun k => by
      rw [hm]
      split_ifs <;> ring
    rw [Finset.sum_congr rfl fun k _ => hk k, ← Finset.mul_sum, Finset.sum_sub_distrib]
    simp
  have h2 : ∑ k, (m k - n k) ^ 2 = t ^ 2 * (1 + 1) := by
    have hk : ∀ k, (m k - n k) ^ 2 =
        t ^ 2 * ((if k = i then 1 else 0) + (if k = j then 1 else 0)) := fun k => by
      rw [hm]
      split_ifs with a b b
      · exact absurd (a.symm.trans b) hne
      all_goals ring
    rw [Finset.sum_congr rfl fun k _ => hk k, ← Finset.mul_sum, Finset.sum_add_distrib]
    simp
  have hE := energy_sub e U n m
  rw [h1, h2] at hE
  nlinarith [h.2 m hadm, mul_pos ht (sub_pos.2 htU)]
```

For U ≥ 0 the quadratic term in the lower bound is nonnegative, so the converse holds too, and an admissible occupation has least energy exactly when it obeys the rule.

```lean
/-- For `U ≥ 0`, admissible occupations have the least energy exactly when they obey the
aufbau rule. -/
theorem isGround_iff_aufbau {e : ι → ℝ} {U N : ℝ} {n : ι → ℝ} (hU : 0 ≤ U)
    (hn : Admissible N n) : IsGround e U N n ↔ Aufbau e U n := by
  refine ⟨aufbau_of_isGround, fun h => ⟨hn, fun m hm => ?_⟩⟩
  have hs : 0 ≤ U / 2 * ∑ i, (m i - n i) ^ 2 :=
    mul_nonneg (by linarith) (Finset.sum_nonneg fun i _ => sq_nonneg _)
  linarith [aufbau_energy_gap h hn hm]
```

For negative U the converse can fail. Take e1 = e2 = 0, U = −1 and one electron. The occupation (1/2, 1/2) has degenerate levels and obeys the rule, but its energy is −1/4, while (1, 0) has energy −1/2.

For U > 0, let n and m both have least energy. Then

E(n) + (U/2) Σ_i (m_i − n_i)² ≤ E(m) ≤ E(n),

so every square vanishes and m = n. This shows that there is at most one minimizer; for two levels, one is now constructed.

```lean
/-- For `U > 0` there is at most one occupation of least energy. -/
theorem isGround_unique {e : ι → ℝ} {U N : ℝ} {n m : ι → ℝ} (hU : 0 < U)
    (hn : IsGround e U N n) (hm : IsGround e U N m) : m = n := by
  have hgap := aufbau_energy_gap (aufbau_of_isGround hn) hn.1 hm.1
  have hle := hm.2 n hn.1
  funext i
  have hi := Finset.single_le_sum (f := fun i => (m i - n i) ^ 2)
    (fun j _ => sq_nonneg _) (Finset.mem_univ i)
  have hi' : (m i - n i) ^ 2 ≤ ∑ i, (m i - n i) ^ 2 := hi
  have hz : (m i - n i) ^ 2 = 0 := le_antisymm (by nlinarith) (sq_nonneg _)
  exact sub_eq_zero.1 (pow_eq_zero_iff two_ne_zero |>.1 hz)
```

## Two levels made degenerate

A partly filled pair obeys the rule only if its levels coincide. Setting e1 + U n1 = e2 + U(1 − n1) gives

2U n1 = U + e2 − e1,

and therefore n1 = 1/2 + (e2 − e1)/(2U). Lean numbers the two components from zero: `fracOcc e1 e2 U 0` is n1 and `fracOcc e1 e2 U 1` is n2.

```lean
/-- The occupations `n1 = 1/2 + (e2 - e1)/(2U)` and `n2 = 1 - n1`, for `U ≠ 0`. -/
def fracOcc (e1 e2 U : ℝ) : Fin 2 → ℝ :=
  ![1 / 2 + (e2 - e1) / (2 * U), 1 - (1 / 2 + (e2 - e1) / (2 * U))]
```

Inserting n1 gives the common level

e1 + U/2 + (e2 − e1)/2 = (e1 + e2 + U)/2,

and inserting n2 = 1 − n1 into the second level gives the same value.

```lean
/-- For `U ≠ 0`, the occupations `fracOcc` bring both levels to the common value
`(e1 + e2 + U)/2`. -/
theorem level_fracOcc (e1 e2 : ℝ) {U : ℝ} (hU : U ≠ 0) (i : Fin 2) :
    level ![e1, e2] U (fracOcc e1 e2 U) i = (e1 + e2 + U) / 2 := by
  have hq : U * ((e2 - e1) / (2 * U)) = (e2 - e1) / 2 := by field_simp
  revert i
  refine Fin.forall_fin_two.2 ⟨?_, ?_⟩
  · change e1 + U * (1 / 2 + (e2 - e1) / (2 * U)) = _
    linear_combination hq
  · change e2 + U * (1 - (1 / 2 + (e2 - e1) / (2 * U))) = _
    linear_combination -hq
```

With the whole electron in the first level, the levels are e1 + U and e2. The rule is violated exactly when the empty level lies lower, e2 < e1 + U, so it holds exactly when e1 + U ≤ e2. Exchanging the two levels gives e2 + U ≤ e1 for the other integer occupation. The vectors `![1, 0]` and `![0, 1]` denote these two occupations.

```lean
/-- An electron placed entirely in one of two levels obeys the aufbau rule exactly when that
level, raised by `U`, is still not above the empty one. -/
theorem integer_aufbau_iff (e1 e2 U : ℝ) :
    (Aufbau ![e1, e2] U ![1, 0] ↔ e1 + U ≤ e2) ∧
      (Aufbau ![e1, e2] U ![0, 1] ↔ e2 + U ≤ e1) := by
  constructor <;> simp [Aufbau, level, Fin.forall_fin_two]
```

## The shared electron

The condition |e1 − e2| < U forces U > 0 and excludes both e1 + U ≤ e2 and e2 + U ≤ e1, so both integer occupations violate the rule. It also gives

−1/2 < (e2 − e1)/(2U) < 1/2,

hence 0 < n1 < 1, and the fractional occupation is admissible. Its levels are equal, so no level lies below another and the rule holds trivially. By the equivalence for U ≥ 0 it has least energy, and by uniqueness for U > 0 nothing else does.

The theorem states these facts together. Its last clause says that an occupation `n` of the two levels satisfies `IsGround ![e1, e2] U 1 n` if and only if it equals `fracOcc e1 e2 U`.

```lean
/-- Two levels with `|e1 - e2| < U` share one electron. Neither integer occupation obeys the
aufbau rule, and the unique occupation of least energy is the fractional one,
`n1 = 1/2 + (e2 - e1)/(2U)` with `0 < n1 < 1` and `n2 = 1 - n1`. -/
theorem two_level_fractional_ground {e1 e2 U : ℝ} (h : |e1 - e2| < U) :
    ¬ Aufbau ![e1, e2] U ![1, 0] ∧ ¬ Aufbau ![e1, e2] U ![0, 1] ∧
      (0 < fracOcc e1 e2 U 0 ∧ fracOcc e1 e2 U 0 < 1) ∧
      ∀ n, IsGround ![e1, e2] U 1 n ↔ n = fracOcc e1 e2 U := by
  have hU : 0 < U := lt_of_le_of_lt (abs_nonneg _) h
  obtain ⟨hl, hr⟩ := abs_lt.1 h
  have a0 : fracOcc e1 e2 U 0 = 1 / 2 + (e2 - e1) / (2 * U) := rfl
  have a1 : fracOcc e1 e2 U 1 = 1 - (1 / 2 + (e2 - e1) / (2 * U)) := rfl
  have hq0 : -(1 / 2) < (e2 - e1) / (2 * U) := by
    rw [lt_div_iff₀ (by positivity)]
    linarith
  have hq1 : (e2 - e1) / (2 * U) < 1 / 2 := by
    rw [div_lt_iff₀ (by positivity)]
    linarith
  have hadm : Admissible 1 (fracOcc e1 e2 U) := by
    refine ⟨Fin.forall_fin_two.2 ⟨?_, ?_⟩, ?_⟩
    · rw [a0]
      constructor <;> linarith
    · rw [a1]
      constructor <;> linarith
    · rw [Fin.sum_univ_two, a0, a1]
      ring
  -- degenerate levels obey the aufbau rule at any filling
  have hground : IsGround ![e1, e2] U 1 (fracOcc e1 e2 U) := by
    refine (isGround_iff_aufbau hU.le hadm).2 fun i j hij => ?_
    rw [level_fracOcc e1 e2 hU.ne' i, level_fracOcc e1 e2 hU.ne' j] at hij
    exact absurd hij (lt_irrefl _)
  refine ⟨fun hA => ?_, fun hA => ?_, ?_, fun n => ⟨fun hn => ?_, fun hn => ?_⟩⟩
  · linarith [(integer_aufbau_iff e1 e2 U).1.1 hA]
  · linarith [(integer_aufbau_iff e1 e2 U).2.1 hA]
  · rw [a0]
    constructor <;> linarith
  · exact isGround_unique hU hground hn
  · rw [hn]
    exact hground

end

end FractionalAufbau
```

```lean
#print axioms FractionalAufbau.two_level_fractional_ground
-- 'FractionalAufbau.two_level_fractional_ground' depends on axioms: [propext, Classical.choice, Quot.sound]
```

In this two-level model with |e1 − e2| < U, a self-consistent-field iteration that always puts the whole electron into the currently lower level never settles: each filling raises the occupied level above the other, and the electron moves back and forth. That remark is read off from the level ordering, since the code defines no iteration. In a real calculation the orbitals relax and each level responds to all the occupations; that a level shifts linearly, and with its own occupation alone, is an assumption of the model.
